# Leading-order shift of an equilibrium bond length and its energy under a small, smooth adiabatic correction

If H₂ and D₂ are both assigned the minimum of their common Born–Oppenheimer curve, the isotope dependence of the equilibrium bond length is lost; and if the adiabatic correction has a slope there, adding it at that fixed distance misses the corrected minimum energy at second order in the inverse mass. For twice continuously differentiable curves with a positive force constant at the minimum, the leading term of each omission, as the correction becomes small, follows from that force constant and the slope of the correction.

In Lean 4 with Mathlib:

```lean
import Mathlib

open Filter Topology Asymptotics

namespace IsotopeBondShift

noncomputable section

variable {U C : ℝ → ℝ} {r₀ : ℝ}

/-- The potential curve `U` with the correction `C` added at strength `t`. -/
def potential (U C : ℝ → ℝ) (t r : ℝ) : ℝ := U r + t * C r

/-- The map from strength and distance `(t, r)` to strength and slope `(t, U'(r) + t C'(r))`. -/
def slopeMap (U C : ℝ → ℝ) (p : ℝ × ℝ) : ℝ × ℝ :=
  (p.1, deriv U p.2 + p.1 * deriv C p.2)

/-- Differentiating a curve costs one order of continuous differentiability. -/
theorem contDiffAt_deriv {f : ℝ → ℝ} {m n : WithTop ENat} (hf : ContDiffAt ℝ n f r₀)
    (h : m + 1 ≤ n) : ContDiffAt ℝ m (deriv f) r₀ := by
  have h1 : ContDiffAt ℝ m (fun x => fderiv ℝ f x 1) r₀ :=
    (hf.fderiv_right h).clm_apply contDiffAt_const
  exact h1

/-- Near `r₀`, a twice continuously differentiable curve has a slope and a curvature. -/
theorem eventually_hasDerivAt {f : ℝ → ℝ} (hf : ContDiffAt ℝ 2 f r₀) :
    ∀ᶠ r in 𝓝 r₀, HasDerivAt f (deriv f r) r ∧
      HasDerivAt (deriv f) (deriv (deriv f) r) r := by
  filter_upwards [hf.eventually (by simp)] with r hr
  exact ⟨(hr.differentiableAt (by norm_num)).hasDerivAt,
    ((contDiffAt_deriv hr one_add_one_eq_two.le).differentiableAt (by norm_num)).hasDerivAt⟩

/-- If `U` and `C` are twice continuously differentiable near `r₀`, the slope of the corrected
potential near `r₀` is `U' + t C'`. -/
theorem hasDerivAt_potential (hU : ContDiffAt ℝ 2 U r₀) (hC : ContDiffAt ℝ 2 C r₀) :
    ∀ᶠ r in 𝓝 r₀, ∀ t, HasDerivAt (potential U C t) (deriv U r + t * deriv C r) r := by
  filter_upwards [eventually_hasDerivAt hU, eventually_hasDerivAt hC] with r h1 h2 t
  exact h1.1.fun_add (h2.1.const_mul t)

/-- If `U` and `C` are twice continuously differentiable near `r₀` and `U''(r₀) > 0`, the
corrected potential has positive curvature for small `t` and `r` near `r₀`. -/
theorem eventually_curvature_pos (hU : ContDiffAt ℝ 2 U r₀) (hC : ContDiffAt ℝ 2 C r₀)
    (hk : 0 < deriv (deriv U) r₀) :
    ∀ᶠ p : ℝ × ℝ in 𝓝 (0, r₀), 0 < deriv (deriv (potential U C p.1)) p.2 := by
  have e1 : ∀ᶠ r in 𝓝 r₀, ∀ t, deriv (deriv (potential U C t)) r
      = deriv (deriv U) r + t * deriv (deriv C) r := by
    filter_upwards [(hasDerivAt_potential hU hC).eventually_nhds, eventually_hasDerivAt hU,
      eventually_hasDerivAt hC] with r h hu hc t
    have e : deriv (potential U C t) =ᶠ[𝓝 r] fun x => deriv U x + t * deriv C x :=
      h.mono fun x hx => (hx t).deriv
    rw [e.deriv_eq]
    exact (hu.2.fun_add (hc.2.const_mul t)).deriv
  have cont : ∀ f : ℝ → ℝ, ContDiffAt ℝ 2 f r₀ →
      ContinuousAt (fun p : ℝ × ℝ => deriv (deriv f) p.2) (0, r₀) := fun f hf =>
    ContinuousAt.comp (f := Prod.snd) (g := deriv (deriv f)) (x := ((0 : ℝ), r₀))
      (contDiffAt_deriv (contDiffAt_deriv hf one_add_one_eq_two.le)
        (zero_add 1).le).continuousAt continuousAt_snd
  have hc : ContinuousAt (fun p : ℝ × ℝ => deriv (deriv U) p.2 + p.1 * deriv (deriv C) p.2)
      (0, r₀) := (cont U hU).add (continuousAt_fst.mul (cont C hC))
  have hp : 0 < deriv (deriv U) r₀ + 0 * deriv (deriv C) r₀ := by simpa using hk
  filter_upwards [hc.tendsto.eventually (lt_mem_nhds hp),
    (continuous_snd.tendsto' ((0 : ℝ), r₀) r₀ rfl).eventually e1] with p h1 h2
  rw [h2]
  exact h1

/-- If `U` and `C` are twice continuously differentiable near `r₀`, `U'(r₀) = 0` and
`U''(r₀) ≠ 0`, the zeros of `U' + t C'` near `(0, r₀)` form one branch `r = R(t)`, with
`R(0) = r₀` and `R'(0) = -C'(r₀)/U''(r₀)`. -/
theorem exists_branch (hU : ContDiffAt ℝ 2 U r₀) (hC : ContDiffAt ℝ 2 C r₀)
    (h0 : deriv U r₀ = 0) (hk : deriv (deriv U) r₀ ≠ 0) :
    ∃ R : ℝ → ℝ, R 0 = r₀ ∧ HasDerivAt R (-deriv C r₀ / deriv (deriv U) r₀) 0 ∧
      ∀ᶠ p : ℝ × ℝ in 𝓝 (0, r₀), (deriv U p.2 + p.1 * deriv C p.2 = 0 ↔ p.2 = R p.1) := by
  have strict : ∀ f : ℝ → ℝ, ContDiffAt ℝ 2 f r₀ → HasStrictFDerivAt
      (fun p : ℝ × ℝ => deriv f p.2)
      (deriv (deriv f) r₀ • ContinuousLinearMap.snd ℝ ℝ ℝ) (0, r₀) := fun f hf =>
    HasStrictDerivAt.comp_hasStrictFDerivAt (f := fun p : ℝ × ℝ => p.2) ((0 : ℝ), r₀)
      ((contDiffAt_deriv hf one_add_one_eq_two.le).hasStrictDerivAt (by norm_num))
      hasStrictFDerivAt_snd
  have s1 : HasStrictFDerivAt (fun p : ℝ × ℝ => p.1) (ContinuousLinearMap.fst ℝ ℝ ℝ)
      (0, r₀) := hasStrictFDerivAt_fst
  have h4 := s1.prodMk ((strict U hU).add (s1.mul (strict C hC)))
  generalize deriv (deriv U) r₀ = k at *
  -- the linearised slope map is invertible because the force constant is nonzero
  obtain ⟨L, hL⟩ : ∃ L : (ℝ × ℝ) ≃L[ℝ] (ℝ × ℝ),
      ∀ p, L p = (p.1, deriv C r₀ * p.1 + k * p.2) :=
    ⟨ContinuousLinearEquiv.equivOfInverse
      ((ContinuousLinearMap.fst ℝ ℝ ℝ).prod (deriv C r₀ • ContinuousLinearMap.fst ℝ ℝ ℝ
        + k • ContinuousLinearMap.snd ℝ ℝ ℝ))
      ((ContinuousLinearMap.fst ℝ ℝ ℝ).prod (k⁻¹ • (ContinuousLinearMap.snd ℝ ℝ ℝ
        - deriv C r₀ • ContinuousLinearMap.fst ℝ ℝ ℝ)))
      (fun p => Prod.ext rfl (show k⁻¹ * (deriv C r₀ * p.1 + k * p.2 - deriv C r₀ * p.1)
        = p.2 by rw [add_sub_cancel_left, inv_mul_cancel_left₀ hk]))
      (fun p => Prod.ext rfl (show deriv C r₀ * p.1 + k * (k⁻¹ * (p.2 - deriv C r₀ * p.1))
        = p.2 by rw [mul_inv_cancel_left₀ hk, add_sub_cancel])), fun p => rfl⟩
  have hF : HasStrictFDerivAt (slopeMap U C) (L : (ℝ × ℝ) →L[ℝ] (ℝ × ℝ)) (0, r₀) := by
    refine HasStrictFDerivAt.congr_fderiv h4 (ContinuousLinearMap.ext fun p => ?_)
    show _ = L p
    rw [hL]
    exact Prod.ext rfl (show k * p.2 + (0 * (deriv (deriv C) r₀ * p.2) + deriv C r₀ * p.1)
      = deriv C r₀ * p.1 + k * p.2 by ring)
  obtain ⟨G, hGl, hGr, hGd⟩ : ∃ G : ℝ × ℝ → ℝ × ℝ,
      (∀ᶠ p in 𝓝 (0, r₀), G (slopeMap U C p) = p) ∧
      (∀ᶠ q in 𝓝 (slopeMap U C (0, r₀)), slopeMap U C (G q) = q) ∧
      HasStrictFDerivAt G (L.symm : (ℝ × ℝ) →L[ℝ] (ℝ × ℝ)) (slopeMap U C (0, r₀)) :=
    ⟨_, hF.eventually_left_inverse, hF.eventually_right_inverse, hF.to_localInverse⟩
  have hFa : slopeMap U C (0, r₀) = (0, 0) := by simp [slopeMap, h0]
  have hG0 := hGl.self_of_nhds
  rw [hFa] at hG0 hGr hGd
  have hsymm : L.symm (1, 0) = (1, -deriv C r₀ / k) := by
    have e : k * (-deriv C r₀ / k) = -deriv C r₀ := by field_simp
    rw [ContinuousLinearEquiv.symm_apply_eq, hL]
    exact Prod.ext rfl (show (0 : ℝ) = deriv C r₀ * 1 + k * (-deriv C r₀ / k) by
      rw [e]; ring)
  refine ⟨fun t => (G (t, 0)).2, congrArg Prod.snd hG0, ?_, ?_⟩
  · have h5 : HasDerivAt (fun t : ℝ => G (t, 0)) (L.symm (1, 0)) 0 :=
      HasFDerivAt.comp_hasDerivAt (f := fun t : ℝ => (t, (0 : ℝ))) (0 : ℝ) hGd.hasFDerivAt
        ((hasDerivAt_id' (0 : ℝ)).prodMk (hasDerivAt_const (0 : ℝ) (0 : ℝ)))
    rw [hsymm] at h5
    exact (ContinuousLinearMap.snd ℝ ℝ ℝ).hasFDerivAt.comp_hasDerivAt (0 : ℝ) h5
  · have hc : Tendsto (fun p : ℝ × ℝ => (p.1, (0 : ℝ))) (𝓝 (0, r₀)) (𝓝 (0, 0)) :=
      Continuous.tendsto' (by fun_prop) _ _ rfl
    have hGr' : ∀ᶠ p : ℝ × ℝ in 𝓝 (0, r₀), slopeMap U C (G (p.1, 0)) = (p.1, 0) :=
      hc.eventually hGr
    filter_upwards [hGl, hGr'] with p hl hr
    constructor
    · intro h
      have e : slopeMap U C p = (p.1, 0) := Prod.ext rfl h
      rw [e] at hl
      exact (congrArg Prod.snd hl).symm
    · intro h
      have e1 : (slopeMap U C (G (p.1, 0))).1 = p.1 := by rw [hr]
      have e : G (p.1, 0) = p := Prod.ext e1 h.symm
      rw [e] at hr
      exact congrArg Prod.snd hr

/-- If `U` is twice continuously differentiable near `r₀` and `U'(r₀) = 0`, then
`U(r) = U(r₀) + U''(r₀)(r - r₀)²/2 + o((r - r₀)²)`. -/
theorem harmonic_expansion (hU : ContDiffAt ℝ 2 U r₀) (h0 : deriv U r₀ = 0) :
    (fun r => U r - U r₀ - deriv (deriv U) r₀ / 2 * (r - r₀) ^ 2)
      =o[𝓝 r₀] fun r => (r - r₀) ^ 2 := by
  have ho := hasDerivAt_iff_isLittleO.1 (eventually_hasDerivAt hU).self_of_nhds.2
  generalize deriv (deriv U) r₀ = k at *
  rw [isLittleO_iff]
  intro ε hε
  obtain ⟨δ, hδ, hb⟩ := Metric.eventually_nhds_iff_ball.1
    ((isLittleO_iff.1 ho hε).and (eventually_hasDerivAt hU))
  filter_upwards [Metric.ball_mem_nhds r₀ hδ] with r hr
  have hsub : ∀ x ∈ Metric.closedBall r₀ |r - r₀|, x ∈ Metric.ball r₀ δ := by
    intro x hx
    rw [Metric.mem_closedBall] at hx
    rw [Metric.mem_ball, Real.dist_eq] at hr
    exact Metric.mem_ball.2 (hx.trans_lt hr)
  have hd : ∀ x ∈ Metric.closedBall r₀ |r - r₀|, HasDerivWithinAt
      (fun y => U y - U r₀ - k / 2 * (y - r₀) ^ 2) (deriv U x - k * (x - r₀))
      (Metric.closedBall r₀ |r - r₀|) x := by
    intro x hx
    have h2 : HasDerivAt (fun y => k / 2 * (y - r₀) ^ 2) (k * (x - r₀)) x := by
      have e : (fun y => k / 2 * (y - r₀) ^ 2) = fun y => k / 2 * ((y - r₀) * (y - r₀)) := by
        funext y; ring
      have h1 := (hasDerivAt_id' x).sub_const r₀
      rw [e]
      exact ((h1.fun_mul h1).const_mul (k / 2)).congr_deriv (by ring)
    exact (((hb x (hsub x hx)).2.1.sub_const (U r₀)).fun_sub h2).hasDerivWithinAt
  have hbound : ∀ x ∈ Metric.closedBall r₀ |r - r₀|,
      ‖deriv U x - k * (x - r₀)‖ ≤ ε * |r - r₀| := by
    intro x hx
    have h1 := (hb x (hsub x hx)).1
    rw [h0, sub_zero, smul_eq_mul, mul_comm (x - r₀) k] at h1
    rw [Metric.mem_closedBall, Real.dist_eq] at hx
    exact h1.trans (mul_le_mul_of_nonneg_left hx hε.le)
  -- the mean value inequality integrates the bound on the slope
  have key := Convex.norm_image_sub_le_of_norm_hasDerivWithin_le hd hbound
    (convex_closedBall r₀ _) (Metric.mem_closedBall_self (abs_nonneg _))
    (Metric.mem_closedBall.2 (Real.dist_eq r r₀).le)
  have e0 : U r₀ - U r₀ - k / 2 * (r₀ - r₀) ^ 2 = 0 := by ring
  simp only [e0, sub_zero] at key
  refine key.trans (le_of_eq ?_)
  rw [norm_pow, Real.norm_eq_abs]
  ring

/-- Let `U` and `C` be twice continuously differentiable near `r₀` with `U'(r₀) = 0`. Along any
path with `R(0) = r₀` and `R'(0) = d`, the second-order energy coefficient is
`U''(r₀) d²/2 + C'(r₀) d`. -/
theorem energy_along_path (hU : ContDiffAt ℝ 2 U r₀) (hC : ContDiffAt ℝ 2 C r₀)
    (h0 : deriv U r₀ = 0) {R : ℝ → ℝ} {d : ℝ} (hR0 : R 0 = r₀) (hR : HasDerivAt R d 0) :
    (fun t => potential U C t (R t) - (U r₀ + t * C r₀
      + (deriv (deriv U) r₀ / 2 * d ^ 2 + deriv C r₀ * d) * t ^ 2))
      =o[𝓝 0] fun t => t ^ 2 := by
  have o1 : (fun t => R t - r₀ - t * d) =o[𝓝 0] fun t => t := by
    simpa [hR0] using hasDerivAt_iff_isLittleO.1 hR
  have bt := (isBigO_refl (fun t : ℝ => t) (𝓝 0)).const_mul_left d
  have b1 : (fun t => R t - r₀) =O[𝓝 0] fun t => t := by
    refine (o1.isBigO.add bt).congr_left fun t => ?_
    show R t - r₀ - t * d + d * t = R t - r₀
    ring
  have hC' : HasDerivAt C (deriv C r₀) (R 0) := by
    rw [hR0]
    exact (eventually_hasDerivAt hC).self_of_nhds.1
  have hCR : HasDerivAt (fun t => C (R t)) (deriv C r₀ * d) 0 := hC'.comp 0 hR
  have o2 : (fun t => C (R t) - C r₀ - t * (deriv C r₀ * d)) =o[𝓝 0] fun t => t := by
    simpa [hR0] using hasDerivAt_iff_isLittleO.1 hCR
  have hRt : Tendsto R (𝓝 0) (𝓝 r₀) := by
    simpa only [hR0] using hR.continuousAt.tendsto
  have o3 : (fun t => U (R t) - U r₀ - deriv (deriv U) r₀ / 2 * (R t - r₀) ^ 2)
      =o[𝓝 0] fun t => t ^ 2 :=
    ((harmonic_expansion hU h0).comp_tendsto hRt).trans_isBigO (b1.pow 2)
  have o4 : (fun t => (R t - r₀ - t * d) * (R t - r₀ + d * t)) =o[𝓝 0] fun t => t ^ 2 :=
    (o1.mul_isBigO (b1.add bt)).congr_right fun t => (sq t).symm
  have o5 : (fun t => t * (C (R t) - C r₀ - t * (deriv C r₀ * d))) =o[𝓝 0] fun t => t ^ 2 :=
    ((isBigO_refl (fun t : ℝ => t) (𝓝 0)).mul_isLittleO o2).congr_right fun t => (sq t).symm
  refine (o3.add ((o4.const_mul_left (deriv (deriv U) r₀ / 2)).add o5)).congr_left
    fun t => ?_
  simp only [potential]
  ring

/-- Let `U` and `C` be twice continuously differentiable near `r₀`, `U'(r₀) = 0` and
`k = U''(r₀) > 0`. For small `t` the potential `U + tC` has exactly one critical point `R(t)` near
`r₀`, a local minimum, with `R'(0) = -C'(r₀)/k` and energy
`U(r₀) + t C(r₀) - t² C'(r₀)²/(2k) + o(t²)`. -/
theorem isotope_bond_shift (hU : ContDiffAt ℝ 2 U r₀) (hC : ContDiffAt ℝ 2 C r₀)
    (h0 : deriv U r₀ = 0) (hk : 0 < deriv (deriv U) r₀) :
    ∃ R : ℝ → ℝ, R 0 = r₀ ∧
      (∃ δ > 0, ∃ ε > 0, ∀ t, |t| < δ →
        |R t - r₀| < ε ∧ IsLocalMin (potential U C t) (R t) ∧
        ∀ r, |r - r₀| < ε → (HasDerivAt (potential U C t) 0 r ↔ r = R t)) ∧
      HasDerivAt R (-deriv C r₀ / deriv (deriv U) r₀) 0 ∧
      (fun t => potential U C t (R t) - (U r₀ + t * C r₀
        - t ^ 2 * deriv C r₀ ^ 2 / (2 * deriv (deriv U) r₀))) =o[𝓝 0] fun t => t ^ 2 := by
  obtain ⟨R, hR0, hR, hbr⟩ := exists_branch hU hC h0 hk.ne'
  refine ⟨R, hR0, ?_, hR, ?_⟩
  · have hall : ∀ᶠ p : ℝ × ℝ in 𝓝 (0, r₀),
        (HasDerivAt (potential U C p.1) 0 p.2 ↔ p.2 = R p.1) ∧
        0 < deriv (deriv (potential U C p.1)) p.2 := by
      filter_upwards [hbr, eventually_curvature_pos hU hC hk,
        (continuous_snd.tendsto' ((0 : ℝ), r₀) r₀ rfl).eventually
          (hasDerivAt_potential hU hC)] with p h1 h2 h3
      refine ⟨?_, h2⟩
      rw [← h1]
      exact ⟨fun h => (h3 p.1).unique h, fun h => by simpa only [h] using h3 p.1⟩
    obtain ⟨ε, hε, hb⟩ := Metric.eventually_nhds_iff.1 hall
    obtain ⟨δ, hδ, hR'⟩ := Metric.continuousAt_iff.1 hR.continuousAt ε hε
    refine ⟨min δ ε, lt_min hδ hε, ε, hε, fun t ht => ?_⟩
    have ht1 : |t| < δ := ht.trans_le (min_le_left _ _)
    have ht2 : |t| < ε := ht.trans_le (min_le_right _ _)
    have h1 : |R t - r₀| < ε := by
      have h := hR' (x := t) (by simpa using ht1)
      rwa [hR0, Real.dist_eq] at h
    have hp := fun (r : ℝ) (hr : |r - r₀| < ε) => hb (y := (t, r)) (by
      rw [Prod.dist_eq]
      exact max_lt (by simpa using ht2) (by simpa [Real.dist_eq] using hr))
    have crit : HasDerivAt (potential U C t) 0 (R t) := (hp (R t) h1).1.2 rfl
    exact ⟨h1, isLocalMin_of_deriv_deriv_pos (hp (R t) h1).2 crit.deriv crit.continuousAt,
      fun r hr => (hp r hr).1⟩
  · -- insert the first-order shift into the second-order energy
    have h := energy_along_path hU hC h0 hR0 hR
    have hk' := hk.ne'
    generalize deriv (deriv U) r₀ = k at *
    have e : k / 2 * (-deriv C r₀ / k) ^ 2 + deriv C r₀ * (-deriv C r₀ / k)
        = -(deriv C r₀ ^ 2 / (2 * k)) := by
      field_simp
      ring
    rw [e] at h
    refine h.congr_left fun t => ?_
    ring

/-- For a harmonic curve with force constant `k ≠ 0` and a linear correction of slope `c`, the
corrected curve is the same parabola, displaced by `-tc/k` and with vertex energy
`u + tb - t²c²/(2k)`. -/
theorem harmonic_exact (u b c k t r : ℝ) (hk : k ≠ 0) :
    potential (fun x => u + k / 2 * (x - r₀) ^ 2) (fun x => b + c * (x - r₀)) t r
      = u + t * b - t ^ 2 * c ^ 2 / (2 * k) + k / 2 * (r - (r₀ - t * c / k)) ^ 2 := by
  simp only [potential]
  field_simp
  ring

end

end IsotopeBondShift
```

```lean
#print axioms IsotopeBondShift.isotope_bond_shift
-- 'IsotopeBondShift.isotope_bond_shift' depends on axioms: [propext, Classical.choice, Quot.sound]
#print axioms IsotopeBondShift.harmonic_exact
-- 'IsotopeBondShift.harmonic_exact' depends on axioms: [propext, Classical.choice, Quot.sound]
```

## The corrected curve and its minimum

The Born–Oppenheimer curve U(r) is the same for all isotopologues of a diatomic molecule. The adiabatic correction tC(r), the expectation value of the nuclear kinetic-energy operator in the electronic state at distance r, depends on the masses through t, which for H₂, HD and D₂ is 1/μ in atomic units, with μ the nuclear reduced mass. Let r₀ be the minimum of U, usually written Re, and k = U''(r₀) > 0 the force constant, the stiffness that holds the bond near r₀. The corrected minimum R(t) solves

U'(r) + tC'(r) = 0.

To solve this near (0, r₀), consider the map (t, r) ↦ (t, U'(r) + tC'(r)). Its linearisation there is

(a, b) ↦ (a, C'(r₀)a + kb),

which is invertible because k ≠ 0. The inverse function theorem supplies a local inverse G, and R(t) is the second component of G(t, 0). Any nearby zero of the slope is mapped to (t, 0), so applying G shows that it is R(t). The inverse linear map sends (1, 0) to (1, −C'(r₀)/k), hence

R'(0) = −C'(r₀)/k.

The curvature U'' + tC'' is continuous and equals k at (0, r₀), so it stays positive nearby and the critical point is a local minimum.

`exists_branch` carries this out: `slopeMap` is the map and `L` its linearisation, with the inverse written down explicitly. `hasDerivAt_potential` identifies the slope, and `eventually_curvature_pos` handles the curvature.

## The energy to second order

Set g(r) = U(r) − U(r₀) − (k/2)(r − r₀)². Since U'(r₀) = 0, its slope U'(r) − k(r − r₀) is o(r − r₀). Close to r₀ it is therefore at most η|r − r₀| in size, for any chosen η > 0. The mean value inequality gives |g(r)| ≤ η(r − r₀)², so

U(r) = U(r₀) + (k/2)(r − r₀)² + o((r − r₀)²).

This is `harmonic_expansion`; it needs no third derivative.

Now insert a path R(t) = r₀ + td + o(t):

U(R(t)) = U(r₀) + (kd²/2)t² + o(t²)

tC(R(t)) = tC(r₀) + C'(r₀)d t² + o(t²).

The second-order coefficient is kd²/2 + C'(r₀)d, as `energy_along_path` states; its estimates `o1` to `o5` collect the remainders. For d = −C'(r₀)/k it becomes C'(r₀)²/(2k) − C'(r₀)²/k, so

U(R(t)) + tC(R(t)) = U(r₀) + tC(r₀) − t²C'(r₀)²/(2k) + o(t²).

Half of what the correction gains by the shift is spent on stretching or compressing the bond.

## What `isotope_bond_shift` says

`ContDiffAt ℝ 2` expresses the smoothness of `U` and `C` near `r₀`, and `deriv (deriv U) r₀` is k. The theorem produces a function `R` and two positive numbers: whenever |t| < `δ`, the point `R t` lies within `ε` of `r₀`, is a local minimum, and is the only critical point in that window. Critical points further out are allowed. Criticality is written `HasDerivAt (potential U C t) 0 r`, which requires the derivative to exist. The last two clauses are the derivative of `R` at zero and the energy expansion.

Applying this to a given isotopologue requires that its 1/μ be smaller than `δ`, for which the theorem gives no value. Also, R(t) is the minimum of a curve, not a vibrationally averaged distance.

## A parabola with numbers

For a harmonic U and a linear C, `harmonic_exact` completes the square, and both formulas hold without remainder. Take, in arbitrary units,

U(r) = 0.2(r − 1.4)², C(r) = 0.5 − 0.2(r − 1.4), t = 0.01.

Then k = 0.4 and C'(r₀) = −0.2. The shift is 0.01 · 0.2/0.4 = 0.005, so R = 1.405. The predicted energy is 0.005 − 0.000005 = 0.004995. Directly, U(1.405) = 0.000005 and tC(1.405) = 0.00499, with the same sum. Doubling the reduced mass halves the shift to 0.0025 and quarters the second-order term.

## From correlated wavefunctions to isotopologues

For H₂, James–Coolidge or Kołos–Wolniewicz functions, which contain the interelectronic distance explicitly, give U and C at a series of internuclear distances. Interpolation then yields r₀, k and C'(r₀). The same three numbers serve H₂, HD and D₂; only t changes. To first order in the small parameter t, the equilibrium bond lengths of two isotopologues with parameters t₁ and t₂ differ by

R(t₁) − R(t₂) ≈ −(t₁ − t₂)C'(r₀)/k.
